# Hubbard U and Hund's J from the charge and spin responses of spin-symmetric sites

Let \(\chi\) be the response matrix of finitely many localized sites. It gives the first-order change \(\delta\rho_{i\sigma}\) in the occupation of site \(i\) with spin \(\sigma\) when small potentials, which may differ for the two spins, act on the sites. The interacting response \(\chi\) includes the reaction of the electrons' interaction to the perturbation; the bare response \(\chi_0\) leaves it out. The problem is to read off the interaction parameters \(U\) and \(J\) from these two matrices, as is done for DFT+U. The results below do this for finitely many sites without spin polarization, to first order in the potential.

Each site has one occupation per spin. In Lean, `n` labels the sites, and the index type `n ⊕ n` lists all spin-up entries (`Sum.inl`) before all spin-down entries (`Sum.inr`).

```lean
import Mathlib

open Matrix

namespace LinearResponseHubbardU

noncomputable section

variable {n : Type*} [Fintype n] [DecidableEq n]
```

Without spin polarization, exchanging up and down changes nothing. The matrix then has a same-spin block \(P\) and an opposite-spin block \(Q\), both real; neither need be a symmetric matrix.

```lean
/-- The spin-symmetric matrix with same-spin block `P` and opposite-spin block `Q`;
the index type `n` labels the localized sites. -/
def spinBlock (P Q : Matrix n n ℝ) : Matrix (n ⊕ n) (n ⊕ n) ℝ :=
  fromBlocks P Q Q P
```

Two combinations of the four spin blocks define the charge response \(\chi^{c}\) and the spin response \(\chi^{s}\), for any response matrix.

```lean
/-- Charge response: the sum of the four spin blocks of a response matrix. -/
def chargeResponse (χ : Matrix (n ⊕ n) (n ⊕ n) ℝ) : Matrix n n ℝ :=
  χ.toBlocks₁₁ + χ.toBlocks₁₂ + χ.toBlocks₂₁ + χ.toBlocks₂₂

/-- Spin response: the same-spin blocks minus the opposite-spin blocks of a response matrix. -/
def spinResponse (χ : Matrix (n ⊕ n) (n ⊕ n) ℝ) : Matrix n n ℝ :=
  χ.toBlocks₁₁ - χ.toBlocks₁₂ - χ.toBlocks₂₁ + χ.toBlocks₂₂
```

The interaction kernel is \(F=\chi_0^{-1}-\chi^{-1}\).

```lean
/-- The interaction kernel: inverse bare response minus inverse interacting response,
for invertible response matrices. -/
def kernel (χ₀ χ : Matrix (n ⊕ n) (n ⊕ n) ℝ) : Matrix (n ⊕ n) (n ⊕ n) ℝ :=
  χ₀⁻¹ - χ⁻¹
```

The parameters are defined channel by channel:
\[
U=(\chi_0^{c})^{-1}-(\chi^{c})^{-1},\qquad
J=-\left[(\chi_0^{s})^{-1}-(\chi^{s})^{-1}\right].
\]
Both are matrices over the sites, with on-site values on the diagonal. Lean assigns the value zero to the inverse of a singular matrix, so the theorems about inverses assume invertibility, written `IsUnit`. This excludes sites whose occupations always add up to a fixed number of electrons: every column of the response matrix then sums to zero, and the matrix is singular.

```lean
/-- Linear-response `U`: inverse bare minus inverse interacting charge response,
for invertible charge responses. -/
def hubbardU (χ₀ χ : Matrix (n ⊕ n) (n ⊕ n) ℝ) : Matrix n n ℝ :=
  (chargeResponse χ₀)⁻¹ - (chargeResponse χ)⁻¹

/-- Linear-response `J`: minus the difference of inverse bare and inverse interacting
spin response, for invertible spin responses. -/
def hundJ (χ₀ χ : Matrix (n ⊕ n) (n ⊕ n) ℝ) : Matrix n n ℝ :=
  -((spinResponse χ₀)⁻¹ - (spinResponse χ)⁻¹)
```

That \(\chi_0\) and \(\chi\) are the bare and interacting responses of one real material is an input from the electronic-structure calculation; here they are simply given matrices.

## (a) What the two channels measure

Apply a potential \(v_i\) to both spins, or \(v_i\) to spin up and \(-v_i\) to spin down. Show that the channels give the changes in total occupation and magnetization, respectively:
\[
(\chi^{c}v)_i=\delta\rho_{i\uparrow}+\delta\rho_{i\downarrow},\qquad
(\chi^{s}v)_i=\delta\rho_{i\uparrow}-\delta\rho_{i\downarrow}.
\]

Write the blocks of \(\chi\) as \(\chi_{11},\chi_{12},\chi_{21},\chi_{22}\), with 1 for up and 2 for down. In the first case \(\delta\rho_\uparrow=(\chi_{11}+\chi_{12})v\) and \(\delta\rho_\downarrow=(\chi_{21}+\chi_{22})v\), and their sum is \(\chi^{c}v\). In the second case \(\delta\rho_\uparrow=(\chi_{11}-\chi_{12})v\) and \(\delta\rho_\downarrow=(\chi_{21}-\chi_{22})v\), and their difference is \(\chi^{s}v\).

No spin symmetry or invertibility is needed. In the code, `Sum.elim v v` and `Sum.elim v (-v)` are the two potentials; `simp only` expands the sums over sites and spins, and `ring` collects the terms.

```lean
omit [DecidableEq n] in
/-- The charge response gives the change of the total occupations under a potential `v` equal
for both spins; the spin response gives the change of the magnetizations under a potential
`v` on spin up and `-v` on spin down. -/
theorem response_mulVec (χ : Matrix (n ⊕ n) (n ⊕ n) ℝ) (v : n → ℝ) (i : n) :
    (chargeResponse χ *ᵥ v) i =
      (χ *ᵥ Sum.elim v v) (Sum.inl i) + (χ *ᵥ Sum.elim v v) (Sum.inr i) ∧
    (spinResponse χ *ᵥ v) i =
      (χ *ᵥ Sum.elim v (-v)) (Sum.inl i) - (χ *ᵥ Sum.elim v (-v)) (Sum.inr i) := by
  constructor
  · simp only [chargeResponse, Matrix.mulVec, dotProduct, Fintype.sum_sum_type, toBlocks₁₁,
      toBlocks₁₂, toBlocks₂₁, toBlocks₂₂, Matrix.add_apply, Matrix.of_apply, Sum.elim_inl,
      Sum.elim_inr, add_mul, Finset.sum_add_distrib]
    ring
  · simp only [spinResponse, Matrix.mulVec, dotProduct, Fintype.sum_sum_type, toBlocks₁₁,
      toBlocks₁₂, toBlocks₂₁, toBlocks₂₂, Matrix.add_apply, Matrix.sub_apply, Matrix.of_apply,
      Sum.elim_inl, Sum.elim_inr, Pi.neg_apply, mul_neg, add_mul, sub_mul,
      Finset.sum_add_distrib, Finset.sum_sub_distrib, Finset.sum_neg_distrib]
    ring
```

## (b) Both channels are invertible

Let the spin-symmetric matrix with blocks \(P,Q\) be invertible. Show that there are matrices \(S,D\) with
\[
(P+Q)S=1,\qquad (P-Q)D=1,
\]
and hence that \(P+Q\) and \(P-Q\) are invertible.

Let \(N\) be the inverse of the full matrix. The first block column of \(\chi N=1\) reads
\[
PN_{11}+QN_{21}=1,\qquad QN_{11}+PN_{21}=0.
\]
Adding gives \((P+Q)(N_{11}+N_{21})=1\), and subtracting gives \((P-Q)(N_{11}-N_{21})=1\). So \(S=N_{11}+N_{21}\) and \(D=N_{11}-N_{21}\). For finite square matrices a right inverse is also a left inverse.

The steps `hs` and `hd` are this sum and difference, and `mul_eq_one_comm` supplies the left inverse.

```lean
/-- If a spin-symmetric response matrix is invertible, so are the sum and the difference of
its same-spin and opposite-spin blocks. -/
theorem isUnit_channels {P Q : Matrix n n ℝ} (h : IsUnit (spinBlock P Q)) :
    IsUnit (P + Q) ∧ IsUnit (P - Q) := by
  obtain ⟨N, hN⟩ : ∃ N, spinBlock P Q * N = 1 :=
    ⟨_, Matrix.mul_nonsing_inv _ ((Matrix.isUnit_iff_isUnit_det _).mp h)⟩
  rw [← fromBlocks_toBlocks N, spinBlock, fromBlocks_multiply, ← fromBlocks_one,
    fromBlocks_inj] at hN
  obtain ⟨h1, -, h2, -⟩ := hN
  -- add and subtract the two block equations of the first column
  have hs : (P + Q) * (N.toBlocks₁₁ + N.toBlocks₂₁) = 1 := by
    calc _ = (P * N.toBlocks₁₁ + Q * N.toBlocks₂₁)
          + (Q * N.toBlocks₁₁ + P * N.toBlocks₂₁) := by noncomm_ring
      _ = 1 := by rw [h1, h2, add_zero]
  have hd : (P - Q) * (N.toBlocks₁₁ - N.toBlocks₂₁) = 1 := by
    calc _ = (P * N.toBlocks₁₁ + Q * N.toBlocks₂₁)
          - (Q * N.toBlocks₁₁ + P * N.toBlocks₂₁) := by noncomm_ring
      _ = 1 := by rw [h1, h2, sub_zero]
  exact ⟨⟨⟨_, _, hs, mul_eq_one_comm.mp hs⟩, rfl⟩, ⟨⟨_, _, hd, mul_eq_one_comm.mp hd⟩, rfl⟩⟩
```

## (c) The inverse of a spin-symmetric matrix

Under the same hypothesis, with \(S=(P+Q)^{-1}\) and \(D=(P-Q)^{-1}\), show that
\[
\begin{pmatrix}P&Q\\Q&P\end{pmatrix}^{-1}
=\frac12\begin{pmatrix}S+D&S-D\\S-D&S+D\end{pmatrix}.
\]

Solving the two relations of (b) for \(N_{11}\) and \(N_{21}\) suggests these blocks. Multiplication confirms them:
\[
\tfrac12\left[P(S+D)+Q(S-D)\right]=\tfrac12\left[(P+Q)S+(P-Q)D\right]=1,
\]
\[
\tfrac12\left[P(S-D)+Q(S+D)\right]=\tfrac12\left[(P+Q)S-(P-Q)D\right]=0.
\]
The second block row repeats these equations in the other order.

They are `e1` and `e2` in the proof, and `Matrix.inv_eq_right_inv` identifies the right inverse with the inverse.

```lean
/-- The inverse of an invertible spin-symmetric matrix is spin-symmetric; its blocks are the
half sum and the half difference of the inverses of `P + Q` and `P - Q`. -/
theorem spinBlock_inv {P Q : Matrix n n ℝ} (h : IsUnit (spinBlock P Q)) :
    (spinBlock P Q)⁻¹ = spinBlock ((1 / 2 : ℝ) • ((P + Q)⁻¹ + (P - Q)⁻¹))
      ((1 / 2 : ℝ) • ((P + Q)⁻¹ - (P - Q)⁻¹)) := by
  have hS := Matrix.mul_nonsing_inv _ ((Matrix.isUnit_iff_isUnit_det _).mp (isUnit_channels h).1)
  have hD := Matrix.mul_nonsing_inv _ ((Matrix.isUnit_iff_isUnit_det _).mp (isUnit_channels h).2)
  generalize (P + Q)⁻¹ = S at hS ⊢
  generalize (P - Q)⁻¹ = D at hD ⊢
  have e1 : P * ((1 / 2 : ℝ) • (S + D)) + Q * ((1 / 2 : ℝ) • (S - D)) = 1 := by
    calc _ = (1 / 2 : ℝ) • ((P + Q) * S + (P - Q) * D) := by
          simp only [Matrix.mul_smul, mul_add, mul_sub, add_mul, sub_mul]
          module
      _ = 1 := by rw [hS, hD]; module
  have e2 : P * ((1 / 2 : ℝ) • (S - D)) + Q * ((1 / 2 : ℝ) • (S + D)) = 0 := by
    calc _ = (1 / 2 : ℝ) • ((P + Q) * S - (P - Q) * D) := by
          simp only [Matrix.mul_smul, mul_add, mul_sub, add_mul, sub_mul]
          module
      _ = 0 := by rw [hS, hD]; module
  apply Matrix.inv_eq_right_inv
  unfold spinBlock
  rw [fromBlocks_multiply, ← fromBlocks_one, fromBlocks_inj]
  exact ⟨e1, e2, (add_comm _ _).trans e2, (add_comm _ _).trans e1⟩
```

## (d) The factor one half

Still for an invertible spin-symmetric \(\chi\), show that
\[
(\chi^{c})^{-1}=\tfrac12(P+Q)^{-1},\qquad
(\chi^{s})^{-1}=\tfrac12(P-Q)^{-1}.
\]

The block sums are \(\chi^{c}=P+Q+Q+P=2(P+Q)\) and \(\chi^{s}=P-Q-Q+P=2(P-Q)\). Both are invertible by (b), and \((2X)^{-1}=\tfrac12X^{-1}\) for invertible \(X\).

The last rule is the local lemma `half`; `hc` and `hs` are the two block sums.

```lean
/-- For an invertible spin-symmetric response matrix, the inverse charge and spin responses are
half the inverses of `P + Q` and `P - Q`. -/
theorem inv_responses {P Q : Matrix n n ℝ} (h : IsUnit (spinBlock P Q)) :
    (chargeResponse (spinBlock P Q))⁻¹ = (1 / 2 : ℝ) • (P + Q)⁻¹ ∧
    (spinResponse (spinBlock P Q))⁻¹ = (1 / 2 : ℝ) • (P - Q)⁻¹ := by
  have half : ∀ X : Matrix n n ℝ, IsUnit X → ((2 : ℝ) • X)⁻¹ = (1 / 2 : ℝ) • X⁻¹ := by
    intro X hX
    apply Matrix.inv_eq_right_inv
    rw [Matrix.smul_mul, Matrix.mul_smul,
      Matrix.mul_nonsing_inv _ ((Matrix.isUnit_iff_isUnit_det _).mp hX)]
    module
  have hc : chargeResponse (spinBlock P Q) = (2 : ℝ) • (P + Q) := by
    simp only [chargeResponse, spinBlock, toBlocks_fromBlocks₁₁, toBlocks_fromBlocks₁₂,
      toBlocks_fromBlocks₂₁, toBlocks_fromBlocks₂₂]
    module
  have hs : spinResponse (spinBlock P Q) = (2 : ℝ) • (P - Q) := by
    simp only [spinResponse, spinBlock, toBlocks_fromBlocks₁₁, toBlocks_fromBlocks₁₂,
      toBlocks_fromBlocks₂₁, toBlocks_fromBlocks₂₂]
    module
  rw [hc, hs]
  exact ⟨half _ (isUnit_channels h).1, half _ (isUnit_channels h).2⟩
```

## (e) The kernel in terms of U and J

Let \(\chi_0\), with blocks \(P_0,Q_0\), and \(\chi\), with blocks \(P,Q\), both be invertible and spin-symmetric. Show that
\[
F=\begin{pmatrix}U-J&U+J\\U+J&U-J\end{pmatrix}.
\]

Let \(S_0,D_0\) be the channel inverses of \(\chi_0\), defined as in (c). By (d),
\[
U=\tfrac12(S_0-S),\qquad J=-\tfrac12(D_0-D).
\]
By (c), the same-spin block of \(F\) is
\[
\tfrac12(S_0+D_0)-\tfrac12(S+D)=U-J,
\]
and the opposite-spin block is
\[
\tfrac12(S_0-D_0)-\tfrac12(S-D)=U+J.
\]

In the code, `hsub` subtracts spin-symmetric matrices block by block. After rewriting with (c) and (d), `module` checks the two linear identities.

```lean
/-- For invertible spin-symmetric bare and interacting responses, the interaction kernel is
`U - J` between equal spins and `U + J` between opposite spins. -/
theorem kernel_eq_spinBlock {P₀ Q₀ P Q : Matrix n n ℝ}
    (h₀ : IsUnit (spinBlock P₀ Q₀)) (h : IsUnit (spinBlock P Q)) :
    kernel (spinBlock P₀ Q₀) (spinBlock P Q) =
      spinBlock
        (hubbardU (spinBlock P₀ Q₀) (spinBlock P Q) - hundJ (spinBlock P₀ Q₀) (spinBlock P Q))
        (hubbardU (spinBlock P₀ Q₀) (spinBlock P Q) + hundJ (spinBlock P₀ Q₀) (spinBlock P Q)) := by
  have hsub : ∀ A B C D : Matrix n n ℝ,
      spinBlock A B - spinBlock C D = spinBlock (A - C) (B - D) := by
    intro A B C D
    ext (i | i) (j | j) <;> simp [spinBlock]
  unfold kernel hubbardU hundJ
  rw [(inv_responses h₀).1, (inv_responses h₀).2, (inv_responses h).1, (inv_responses h).2,
    spinBlock_inv h₀, spinBlock_inv h, hsub]
  refine congrArg₂ spinBlock ?_ ?_ <;> module
```

## (f) Reading U and J from a given kernel

Suppose that the kernel in (e) is known to have same-spin block \(A\) and opposite-spin block \(B\). Show that
\[
U=\tfrac12(A+B),\qquad J=\tfrac12(B-A).
\]

By (e), \(A=U-J\) and \(B=U+J\). Half their sum is \(U\), and half the difference \(B-A\) is \(J\). The proof obtains the two block equations from `fromBlocks_inj`.

This \(U\) is a spin average. In the limiting case \(A=0\), where only opposite spins interact, \(U=J=B/2\). In mean-field theory, the usual one-orbital Hubbard parameter, which multiplies \(n_\uparrow n_\downarrow\), would be \(B\) itself.

Invertible responses and a spin-symmetric kernel are not enough if the responses themselves lack spin symmetry. For one site take
\[
\chi_0=\begin{pmatrix}-1&0\\0&-2\end{pmatrix},\qquad
\chi=\begin{pmatrix}-2&2\\2&-4\end{pmatrix},\qquad
F=\begin{pmatrix}0&\tfrac12\\\tfrac12&0\end{pmatrix}.
\]
The charge responses are \(-3\) and \(-2\), so \(U=-\tfrac13+\tfrac12=\tfrac16\), whereas half the sum of the kernel entries is \(\tfrac14\).

```lean
/-- If the kernel of invertible spin-symmetric responses has same-spin block `A` and
opposite-spin block `B`, then `U = (A + B)/2` and `J = (B - A)/2`. -/
theorem hubbardU_hundJ_of_kernel {P₀ Q₀ P Q A B : Matrix n n ℝ}
    (h₀ : IsUnit (spinBlock P₀ Q₀)) (h : IsUnit (spinBlock P Q))
    (hF : kernel (spinBlock P₀ Q₀) (spinBlock P Q) = spinBlock A B) :
    hubbardU (spinBlock P₀ Q₀) (spinBlock P Q) = (1 / 2 : ℝ) • (A + B) ∧
    hundJ (spinBlock P₀ Q₀) (spinBlock P Q) = (1 / 2 : ℝ) • (B - A) := by
  rw [kernel_eq_spinBlock h₀ h] at hF
  obtain ⟨hA, hB, -, -⟩ := fromBlocks_inj.mp hF
  rw [← hA, ← hB]
  constructor <;> module
```

## (g) The inverse for one site

For one site the blocks are real numbers \(p,q\). Let \(N\) be the inverse of \(\begin{pmatrix}p&q\\q&p\end{pmatrix}\), assumed to exist, with rows and columns numbered from 0. Show that
\[
N_{00}+N_{01}=\frac1{p+q},\qquad N_{00}-N_{01}=\frac1{p-q}.
\]

The first row of \(N\chi=1\) gives \(N_{00}p+N_{01}q=1\) and \(N_{00}q+N_{01}p=0\). Their sum and difference are
\[
(N_{00}+N_{01})(p+q)=1,\qquad (N_{00}-N_{01})(p-q)=1.
\]
Neither \(p+q\) nor \(p-q\) can therefore vanish, and division gives the result. The row equations are `e0` and `e1`, which `linear_combination` adds and subtracts.

```lean
/-- For one site with an invertible spin-symmetric response, the sum and the difference of the
entries in the first row of the inverse are `1/(p + q)` and `1/(p - q)`. -/
theorem single_site_inv {p q : ℝ} (h : IsUnit !![p, q; q, p]) :
    (!![p, q; q, p]⁻¹ 0 0 + !![p, q; q, p]⁻¹ 0 1 = 1 / (p + q)) ∧
    (!![p, q; q, p]⁻¹ 0 0 - !![p, q; q, p]⁻¹ 0 1 = 1 / (p - q)) := by
  have hN := Matrix.nonsing_inv_mul _ ((Matrix.isUnit_iff_isUnit_det _).mp h)
  generalize !![p, q; q, p]⁻¹ = N at hN ⊢
  have e0 := congrFun (congrFun hN 0) 0
  have e1 := congrFun (congrFun hN 0) 1
  simp [Matrix.mul_apply, Fin.sum_univ_two] at e0 e1
  have hs : (N 0 0 + N 0 1) * (p + q) = 1 := by linear_combination e0 + e1
  have hd : (N 0 0 - N 0 1) * (p - q) = 1 := by linear_combination e0 - e1
  exact ⟨eq_div_of_mul_eq (right_ne_zero_of_mul_eq_one hs) hs,
    eq_div_of_mul_eq (right_ne_zero_of_mul_eq_one hd) hd⟩
```

## (h) The scalar formulas for U and −J

Let both one-site responses be invertible, with entries \(p_0,q_0\) and \(p,q\), and let their kernel have same-spin entry \(a\) and opposite-spin entry \(b\). Show that
\[
\frac1{2(p_0+q_0)}-\frac1{2(p+q)}=\frac{a+b}2,
\]
\[
\frac1{2(p_0-q_0)}-\frac1{2(p-q)}=\frac{a-b}2.
\]

The first row of the kernel gives \(a\) and \(b\) as differences of inverse entries. Adding them and using (g) gives \(a+b=1/(p_0+q_0)-1/(p+q)\); subtracting gives \(a-b=1/(p_0-q_0)-1/(p-q)\). Halving both proves the claim.

By the definitions of the two channels, the left-hand sides are \(U\) and \(-J\). The theorem itself is stated for explicit two-by-two matrices; `ha` and `hb` read off the kernel entries, and `linarith` combines them with (g).

```lean
/-- One site: for invertible spin-symmetric responses whose inverses differ by the kernel
`[[a, b], [b, a]]`, the charge channel gives `(a + b)/2` and the spin channel `(a - b)/2`. -/
theorem single_site {p₀ q₀ p q a b : ℝ}
    (h₀ : IsUnit !![p₀, q₀; q₀, p₀]) (h : IsUnit !![p, q; q, p])
    (hF : !![p₀, q₀; q₀, p₀]⁻¹ - !![p, q; q, p]⁻¹ = !![a, b; b, a]) :
    1 / (2 * (p₀ + q₀)) - 1 / (2 * (p + q)) = (a + b) / 2 ∧
    1 / (2 * (p₀ - q₀)) - 1 / (2 * (p - q)) = (a - b) / 2 := by
  have ha : !![p₀, q₀; q₀, p₀]⁻¹ 0 0 - !![p, q; q, p]⁻¹ 0 0 = a :=
    congrFun (congrFun hF 0) 0
  have hb : !![p₀, q₀; q₀, p₀]⁻¹ 0 1 - !![p, q; q, p]⁻¹ 0 1 = b :=
    congrFun (congrFun hF 0) 1
  have half : ∀ x : ℝ, 1 / (2 * x) = 1 / x / 2 := fun x => by rw [div_div, mul_comm]
  obtain ⟨s₀, d₀⟩ := single_site_inv h₀
  obtain ⟨s, d⟩ := single_site_inv h
  rw [half (p₀ + q₀), half (p + q), half (p₀ - q₀), half (p - q)]
  constructor <;> linarith
```

## (i) A numerical instance

Take \(p_0=-1\), \(q_0=0\), \(p=-\tfrac87\), \(q=\tfrac67\). Show that both responses are invertible and that
\[
F=\begin{pmatrix}1&\tfrac32\\\tfrac32&1\end{pmatrix}.
\]

The bare response is its own inverse. For the interacting one,
\[
\begin{pmatrix}-\tfrac87&\tfrac67\\\tfrac67&-\tfrac87\end{pmatrix}
\begin{pmatrix}-2&-\tfrac32\\-\tfrac32&-2\end{pmatrix}=1,
\]
and subtracting the inverses gives \(F\). With (h), \(U=\tfrac54\) and \(J=\tfrac14\), in the energy unit of the potential.

The code checks both products entry by entry and then the difference of the inverses.

```lean
/-- An explicit pair of invertible one-site responses, with kernel entries `a = 1` and
`b = 3/2`. -/
theorem single_site_witness :
    IsUnit !![(-1 : ℝ), 0; 0, -1] ∧ IsUnit !![(-8 / 7 : ℝ), 6 / 7; 6 / 7, -8 / 7] ∧
    !![(-1 : ℝ), 0; 0, -1]⁻¹ - !![(-8 / 7 : ℝ), 6 / 7; 6 / 7, -8 / 7]⁻¹ =
      !![1, 3 / 2; 3 / 2, 1] := by
  have h₀ : !![(-1 : ℝ), 0; 0, -1] * !![(-1 : ℝ), 0; 0, -1] = 1 := by
    ext i j
    fin_cases i <;> fin_cases j <;> norm_num [Matrix.mul_apply, Fin.sum_univ_two]
  have h : !![(-8 / 7 : ℝ), 6 / 7; 6 / 7, -8 / 7] * !![(-2 : ℝ), -3 / 2; -3 / 2, -2] = 1 := by
    ext i j
    fin_cases i <;> fin_cases j <;> norm_num [Matrix.mul_apply, Fin.sum_univ_two]
  refine ⟨⟨⟨_, _, h₀, h₀⟩, rfl⟩, ⟨⟨_, _, h, mul_eq_one_comm.mp h⟩, rfl⟩, ?_⟩
  rw [Matrix.inv_eq_right_inv h₀, Matrix.inv_eq_right_inv h]
  ext i j
  fin_cases i <;> fin_cases j <;> norm_num

end

end LinearResponseHubbardU
```

```lean
#print axioms LinearResponseHubbardU.response_mulVec
#print axioms LinearResponseHubbardU.hubbardU_hundJ_of_kernel
#print axioms LinearResponseHubbardU.single_site
```

```
'LinearResponseHubbardU.response_mulVec' depends on axioms: [propext, Classical.choice, Quot.sound]
'LinearResponseHubbardU.hubbardU_hundJ_of_kernel' depends on axioms: [propext, Classical.choice, Quot.sound]
'LinearResponseHubbardU.single_site' depends on axioms: [propext, Classical.choice, Quot.sound]
```
